# The slope from a relaxed density matrix towards the aufbau projector is never positive

## Question

Take $n$ real orthonormal spin orbitals and $N$ electrons. Let $D$ be a real symmetric matrix with $0\le D\le 1$ and $\operatorname{tr}D=N$; fractional occupations are allowed. Let $F=C\,\mathrm{diag}(e)\,C^T$ be the Fock matrix, with $C$ orthogonal and the orbital energies $e$ nondecreasing, and let $P$ be the projector on the first $N$ columns of $C$.

In optimal damping one moves from $D$ along $P-D$. I believe that the slope $\operatorname{tr}(F(P-D))$ is never positive. Can this be derived step by step and machine-checked in Lean, including the case of zero slope?

## Answer

### Densities, occupations and the Fermi level

Levels are numbered $i=0,\dots,n-1$, as in Lean's `Fin n`. The objects correspond as follows:

- `IsDensity N D` collects the conditions on $D$: symmetry, $0\le x^TDx\le x^Tx$ for every real vector $x$, and trace $N$. The theorem `isDensity_witness` gives a non-idempotent example.
- `occ N i` is the aufbau occupation $p_i$, equal to 1 for $i<N$ and 0 otherwise. `aufbau n N` is $P_N=\mathrm{diag}(p)$, so $P=CP_NC^T$.
- `IsFermiLevel e N μ` says that $e_i\le\mu$ for $i<N$ and $e_i\ge\mu$ for $i\ge N$. Equality is allowed, so levels may be degenerate at $\mu$.

The main theorem, `aufbau_slope_nonpos`, states that $\operatorname{tr}(F(P-D))\le0$ if $C^TC=1$ and $e$ is nondecreasing. By `aufbau_slope_eq_zero_iff`, if $\mu$ is a Fermi level and no $e_i$ equals $\mu$, the slope vanishes exactly when $D=P$. This hypothesis stands for a gap between filled and empty levels.

The matrix $F$ is fixed and given through its orbitals and energies. When $F$ is the energy gradient at $D$, the inequality means that an optimal-damping step in this finite real basis starts in a direction where the energy does not rise to first order. The energy functional itself, the step length and the convergence of the iteration do not enter the theorems.

### From occupations to the sign of the slope

Start with $F=\mathrm{diag}(e)$. Testing the bounds on $D$ with the $i$-th unit vector gives $0\le D_{ii}\le1$. Summing over $i$ gives $N\le n$, hence $\sum_i p_i=N=\sum_i D_{ii}$. For any $\mu$, therefore,

$$\operatorname{tr}(F(P_N-D))=\sum_i e_i(p_i-D_{ii})=-\sum_i(e_i-\mu)(D_{ii}-p_i).$$

Now let $\mu$ be a Fermi level. If $N<n$, $\mu=e_N$ will do; if $N=n$, any upper bound on the energies will do. For $i<N$ both factors, $e_i-\mu$ and $D_{ii}-1$, are at most zero. For $i\ge N$ both factors, $e_i-\mu$ and $D_{ii}$, are at least zero. Every product is nonnegative, so the slope is at most zero. It vanishes exactly when every product does, that is, when $D_{ii}=p_i$ for every level with $e_i\ne\mu$.

With no level at $\mu$, all diagonal entries are thus fixed. To fix the others, let $B$ be symmetric and positive semidefinite with $B_{ii}=0$. For $j\ne i$, the vector that has $t$ in place $i$ and 1 in place $j$ gives

$$0\le 2tB_{ij}+B_{jj}\quad\text{for all real }t,$$

which forces $B_{ij}=0$. Apply this to $D$ at empty levels and to $1-D$ at full ones: all off-diagonal entries of $D$ vanish, and $D=P_N$.

For general $C$, set $D'=C^TDC$. Then $x^TD'x=(Cx)^TD(Cx)$ and $|Cx|=|x|$, so the bounds carry over, as do symmetry and trace. Cyclicity of the trace gives

$$\operatorname{tr}(F(P-D))=\operatorname{tr}(\mathrm{diag}(e)(P_N-D')),$$

which is the diagonal case. If $D'=P_N$, rotating back gives $D=P$.

### The Lean file

```lean
import Mathlib

open Matrix

namespace OptimalDamping

variable {n N : ℕ}

/-- A relaxed one-particle density matrix for `N` electrons in `n` spin orbitals: real symmetric,
between `0` and `1` as a quadratic form, with trace `N`. -/
structure IsDensity (N : ℕ) (D : Matrix (Fin n) (Fin n) ℝ) : Prop where
  symm : Dᵀ = D
  nonneg : ∀ x : Fin n → ℝ, 0 ≤ x ⬝ᵥ D *ᵥ x
  le_one : ∀ x : Fin n → ℝ, x ⬝ᵥ D *ᵥ x ≤ x ⬝ᵥ x
  trace_eq : D.trace = (N : ℝ)

/-- The aufbau occupation of level `i`: one for the first `N` levels, zero for the others. -/
def occ (N : ℕ) (i : Fin n) : ℝ := if i.val < N then 1 else 0

/-- The projector on the first `N` levels. -/
def aufbau (n N : ℕ) : Matrix (Fin n) (Fin n) ℝ := diagonal (occ N)

/-- `μ` is a Fermi level: the first `N` levels lie at or below it, the others at or above it. -/
def IsFermiLevel (e : Fin n → ℝ) (N : ℕ) (μ : ℝ) : Prop :=
  ∀ i : Fin n, (i.val < N → e i ≤ μ) ∧ (N ≤ i.val → μ ≤ e i)

/-- The matrix with rows (1/2, 1/4) and (1/4, 1/2) is a relaxed density matrix for one electron,
and it is not idempotent. -/
theorem isDensity_witness :
    IsDensity 1 (!![1/2, 1/4; 1/4, 1/2] : Matrix (Fin 2) (Fin 2) ℝ) ∧
      (!![1/2, 1/4; 1/4, 1/2] : Matrix (Fin 2) (Fin 2) ℝ) * !![1/2, 1/4; 1/4, 1/2]
        ≠ !![1/2, 1/4; 1/4, 1/2] := by
  refine ⟨⟨?_, ?_, ?_, ?_⟩, ?_⟩
  · ext i j
    fin_cases i <;> fin_cases j <;> simp
  · intro x
    simp [dotProduct, Matrix.mulVec, Fin.sum_univ_two]
    nlinarith [sq_nonneg (x 0 + x 1), sq_nonneg (x 0), sq_nonneg (x 1)]
  · intro x
    simp [dotProduct, Matrix.mulVec, Fin.sum_univ_two]
    nlinarith [sq_nonneg (x 0 - x 1), sq_nonneg (x 0), sq_nonneg (x 1)]
  · norm_num [Matrix.trace_fin_two]
  · intro h
    have h00 := congrFun (congrFun h 0) 0
    norm_num [Matrix.mul_apply, Fin.sum_univ_two] at h00

/-- Pauli principle: each level occupation of a relaxed density matrix lies between 0 and 1. -/
theorem occupation_bounds {D : Matrix (Fin n) (Fin n) ℝ} (hD : IsDensity N D) (i : Fin n) :
    0 ≤ D i i ∧ D i i ≤ 1 := by
  have h0 := hD.nonneg (Pi.single i 1)
  have h1 := hD.le_one (Pi.single i 1)
  constructor
  · simpa using h0
  · simpa using h1

/-- For a diagonal Fock matrix, the slope from a relaxed density matrix towards the aufbau projector
is minus the sum, over all levels, of the energy relative to `μ` times the occupation in excess of
the aufbau one; the reference energy `μ` is arbitrary. -/
theorem slope_eq {D : Matrix (Fin n) (Fin n) ℝ} (hD : IsDensity N D) (e : Fin n → ℝ) (μ : ℝ) :
    (diagonal e * (aufbau n N - D)).trace = -∑ i, (e i - μ) * (D i i - occ N i) := by
  have htr : ∑ i, D i i = (N : ℝ) := hD.trace_eq
  -- there are at least as many levels as electrons
  have hN : N ≤ n := by
    have h : ∑ i, D i i ≤ ∑ _i : Fin n, (1 : ℝ) :=
      Finset.sum_le_sum fun i _ => (occupation_bounds hD i).2
    rw [htr] at h
    simp only [Finset.sum_const, Finset.card_univ, Fintype.card_fin, nsmul_eq_mul, mul_one] at h
    exact_mod_cast h
  have hocc : ∑ i : Fin n, occ N i = (N : ℝ) := by
    obtain ⟨k, rfl⟩ := Nat.exists_eq_add_of_le hN
    rw [Fin.sum_univ_add]
    simp [occ]
  -- both matrices hold the same number of electrons, so `μ` drops out
  have h0 : ∑ i, (D i i - occ N i) = 0 := by
    rw [Finset.sum_sub_distrib, htr, hocc, sub_self]
  calc (diagonal e * (aufbau n N - D)).trace = ∑ i, e i * (occ N i - D i i) := by
        simp [Matrix.trace, Matrix.diagonal_mul, aufbau]
    _ = -∑ i, (e i - μ) * (D i i - occ N i) - μ * ∑ i, (D i i - occ N i) := by
        rw [Finset.mul_sum, ← Finset.sum_neg_distrib, ← Finset.sum_sub_distrib]
        exact Finset.sum_congr rfl fun i _ => by ring
    _ = _ := by rw [h0, mul_zero, sub_zero]

/-- For a relaxed density matrix and a Fermi level `μ`, the energy of each level relative to `μ`
times its diagonal occupation in excess of the aufbau one is nonnegative. -/
theorem excess_nonneg {D : Matrix (Fin n) (Fin n) ℝ} (hD : IsDensity N D) {e : Fin n → ℝ} {μ : ℝ}
    (hμ : IsFermiLevel e N μ) (i : Fin n) : 0 ≤ (e i - μ) * (D i i - occ N i) := by
  obtain ⟨h0, h1⟩ := occupation_bounds hD i
  by_cases hi : i.val < N
  · have he := (hμ i).1 hi
    simp only [occ, if_pos hi]
    nlinarith [mul_nonneg (sub_nonneg.2 he) (sub_nonneg.2 h1)]
  · have he := (hμ i).2 (not_lt.1 hi)
    simp only [occ, if_neg hi, sub_zero]
    exact mul_nonneg (sub_nonneg.2 he) h0

/-- For a diagonal Fock matrix with nondecreasing entries, the slope from any relaxed density matrix
towards the aufbau projector is never positive. -/
theorem slope_nonpos_diagonal {D : Matrix (Fin n) (Fin n) ℝ} (hD : IsDensity N D)
    {e : Fin n → ℝ} (he : Monotone e) : (diagonal e * (aufbau n N - D)).trace ≤ 0 := by
  -- ordered levels have a Fermi level
  obtain ⟨μ, hμ⟩ : ∃ μ, IsFermiLevel e N μ := by
    by_cases h : N < n
    · exact ⟨e ⟨N, h⟩, fun i => ⟨fun hi => he (Fin.le_def.2 hi.le), fun hi => he (Fin.le_def.2 hi)⟩⟩
    · refine ⟨∑ i, |e i|, fun i => ⟨fun _ => ?_, fun hi => ?_⟩⟩
      · exact (le_abs_self (e i)).trans
          (Finset.single_le_sum (f := fun j => |e j|) (fun j _ => abs_nonneg (e j))
            (Finset.mem_univ i))
      · have := i.isLt
        omega
  rw [slope_eq hD e μ]
  exact neg_nonpos.2 (Finset.sum_nonneg fun i _ => excess_nonneg hD hμ i)

/-- For a diagonal Fock matrix with Fermi level `μ`, the slope from a relaxed density matrix towards
the aufbau projector vanishes exactly when every level with energy different from `μ` has its aufbau
occupation. -/
theorem slope_eq_zero_iff {D : Matrix (Fin n) (Fin n) ℝ} (hD : IsDensity N D) {e : Fin n → ℝ}
    {μ : ℝ} (hμ : IsFermiLevel e N μ) :
    (diagonal e * (aufbau n N - D)).trace = 0 ↔ ∀ i, e i ≠ μ → D i i = occ N i := by
  rw [slope_eq hD e μ, neg_eq_zero,
    Finset.sum_eq_zero_iff_of_nonneg fun i _ => excess_nonneg hD hμ i]
  constructor
  · intro h i hi
    exact sub_eq_zero.1 ((mul_eq_zero.1 (h i (Finset.mem_univ i))).resolve_left (sub_ne_zero.2 hi))
  · intro h i _
    by_cases hi : e i = μ
    · rw [hi, sub_self, zero_mul]
    · rw [h i hi, sub_self, mul_zero]

/-- In a real symmetric positive semidefinite matrix, a zero on the diagonal forces its whole row
to vanish. -/
theorem row_eq_zero {B : Matrix (Fin n) (Fin n) ℝ} (hs : Bᵀ = B)
    (hp : ∀ x : Fin n → ℝ, 0 ≤ x ⬝ᵥ B *ᵥ x) {i : Fin n} (h : B i i = 0) (j : Fin n) :
    B i j = 0 := by
  by_contra hb
  have hji : B j i = B i j := congrFun (congrFun hs i) j
  -- the quadratic form along `t eᵢ + eⱼ` is affine in `t`
  have key : ∀ t : ℝ, 0 ≤ 2 * t * B i j + B j j := by
    intro t
    have ht := hp (t • (Pi.single i 1 : Fin n → ℝ) + Pi.single j 1)
    rw [Matrix.mulVec_add, Matrix.mulVec_smul, Matrix.mulVec_single_one,
      Matrix.mulVec_single_one] at ht
    simp only [add_dotProduct, smul_dotProduct, dotProduct_add, dotProduct_smul,
      single_one_dotProduct, Matrix.col_apply, smul_eq_mul, h, hji] at ht
    linarith
  have hk := key (-(B j j + 1) / (2 * B i j))
  have hc : 2 * (-(B j j + 1) / (2 * B i j)) * B i j = -(B j j + 1) := by
    field_simp
  linarith

/-- A relaxed density matrix whose level occupations are those of the aufbau projector is that
projector. -/
theorem eq_aufbau {D : Matrix (Fin n) (Fin n) ℝ} (hD : IsDensity N D)
    (h : ∀ i, D i i = occ N i) : D = aufbau n N := by
  ext i j
  by_cases hij : i = j
  · subst hij
    simp [aufbau, h i]
  · have hz : D i j = 0 := by
      by_cases hi : i.val < N
      · -- a full level: use the hole matrix `1 - D`
        have hr := row_eq_zero (B := 1 - D) (by rw [transpose_sub, transpose_one, hD.symm])
          (fun x => by
            rw [Matrix.sub_mulVec, Matrix.one_mulVec, dotProduct_sub]
            linarith [hD.le_one x])
          (i := i) (by simp [h i, occ, hi]) j
        simpa [Matrix.one_apply_ne hij] using hr
      · exact row_eq_zero hD.symm hD.nonneg (by simp [h i, occ, hi]) j
    rw [hz, aufbau, Matrix.diagonal_apply_ne _ hij]

/-- Passing to an orthonormal orbital basis `C` keeps a relaxed density matrix admissible and leaves
the slope unchanged. -/
theorem orbital_basis {C D : Matrix (Fin n) (Fin n) ℝ} (hC : Cᵀ * C = 1) (hD : IsDensity N D)
    (e : Fin n → ℝ) :
    IsDensity N (Cᵀ * D * C) ∧
      ((C * diagonal e * Cᵀ) * (C * aufbau n N * Cᵀ - D)).trace =
        (diagonal e * (aufbau n N - Cᵀ * D * C)).trace := by
  have key : ∀ (A : Matrix (Fin n) (Fin n) ℝ) (x : Fin n → ℝ),
      x ⬝ᵥ (Cᵀ * A * C) *ᵥ x = (C *ᵥ x) ⬝ᵥ A *ᵥ (C *ᵥ x) := by
    intro A x
    rw [← Matrix.mulVec_mulVec, ← Matrix.mulVec_mulVec, Matrix.dotProduct_mulVec x Cᵀ,
      Matrix.vecMul_transpose]
  refine ⟨⟨?_, ?_, ?_, ?_⟩, ?_⟩
  · simp only [transpose_mul, transpose_transpose, hD.symm, Matrix.mul_assoc]
  · intro x
    rw [key]
    exact hD.nonneg _
  · intro x
    have h1 := key 1 x
    rw [Matrix.mul_one, hC, Matrix.one_mulVec, Matrix.one_mulVec] at h1
    rw [key, h1]
    exact hD.le_one _
  · rw [Matrix.mul_assoc, Matrix.trace_mul_comm, Matrix.mul_assoc, mul_eq_one_comm.1 hC,
      Matrix.mul_one, hD.trace_eq]
  · calc ((C * diagonal e * Cᵀ) * (C * aufbau n N * Cᵀ - D)).trace
        = (C * (diagonal e * Cᵀ * (C * aufbau n N * Cᵀ - D))).trace := by
          simp only [Matrix.mul_assoc]
      _ = (diagonal e * Cᵀ * (C * aufbau n N * Cᵀ - D) * C).trace := Matrix.trace_mul_comm _ _
      _ = (diagonal e * ((Cᵀ * C) * aufbau n N * (Cᵀ * C) - Cᵀ * D * C)).trace := by
          simp only [Matrix.mul_sub, Matrix.sub_mul, Matrix.mul_assoc]
      _ = _ := by rw [hC, Matrix.one_mul, Matrix.mul_one]

/-- For a Fock matrix with orthonormal orbitals `C` and nondecreasing orbital energies `e`, the slope
from any relaxed density matrix towards the aufbau projector is never positive. -/
theorem aufbau_slope_nonpos {C D : Matrix (Fin n) (Fin n) ℝ} (hC : Cᵀ * C = 1)
    (hD : IsDensity N D) {e : Fin n → ℝ} (he : Monotone e) :
    ((C * diagonal e * Cᵀ) * (C * aufbau n N * Cᵀ - D)).trace ≤ 0 := by
  obtain ⟨hR, hs⟩ := orbital_basis hC hD e
  rw [hs]
  exact slope_nonpos_diagonal hR he

/-- If the orbitals `C` are orthonormal and no orbital energy equals the Fermi level `μ`, the slope
from a relaxed density matrix towards the aufbau projector vanishes exactly when the two matrices
are equal. -/
theorem aufbau_slope_eq_zero_iff {C D : Matrix (Fin n) (Fin n) ℝ} (hC : Cᵀ * C = 1)
    (hD : IsDensity N D) {e : Fin n → ℝ} {μ : ℝ} (hμ : IsFermiLevel e N μ) (hgap : ∀ i, e i ≠ μ) :
    ((C * diagonal e * Cᵀ) * (C * aufbau n N * Cᵀ - D)).trace = 0 ↔
      D = C * aufbau n N * Cᵀ := by
  obtain ⟨hR, hs⟩ := orbital_basis hC hD e
  constructor
  · intro h
    rw [hs, slope_eq_zero_iff hR hμ] at h
    have hP := eq_aufbau hR fun i => h i (hgap i)
    have hC' : C * Cᵀ = 1 := mul_eq_one_comm.1 hC
    -- rotate back to the original basis
    calc D = (C * Cᵀ) * D * (C * Cᵀ) := by rw [hC', Matrix.one_mul, Matrix.mul_one]
      _ = C * (Cᵀ * D * C) * Cᵀ := by simp only [Matrix.mul_assoc]
      _ = C * aufbau n N * Cᵀ := by rw [hP]
  · intro h
    rw [← h, sub_self, Matrix.mul_zero, Matrix.trace_zero]

end OptimalDamping
```

```lean
#print axioms OptimalDamping.aufbau_slope_nonpos
#print axioms OptimalDamping.aufbau_slope_eq_zero_iff
```

```
'OptimalDamping.aufbau_slope_nonpos' depends on axioms: [propext, Classical.choice, Quot.sound]
'OptimalDamping.aufbau_slope_eq_zero_iff' depends on axioms: [propext, Classical.choice, Quot.sound]
```

### Where each step sits in the code

`occupation_bounds` tests with unit vectors, and `slope_eq` brings in $\mu$ through the equal traces. `excess_nonneg` splits on `i.val < N` to get the sign of each product. `slope_nonpos_diagonal` constructs a Fermi level, taking $\sum_i|e_i|$ as the upper bound when $N=n$, and sums the terms. `slope_eq_zero_iff` uses the fact that a sum of nonnegative terms vanishes only termwise.

`row_eq_zero` argues by contradiction: if $B_{ij}\neq0$, the choice $t=-(B_{jj}+1)/(2B_{ij})$ makes the quadratic form $-1$. `eq_aufbau` applies it to $D$ and $1-D$. Finally, `orbital_basis` carries out the rotation, from which both theorems for general $C$ follow.
